# For four spins 1/2, the ground level of the Heisenberg star H = S₀·(S₁ + S₂ + S₃) has energy −5/4 and total spin 1

Three spins 1/2 surround a fourth. Each outer spin is coupled antiferromagnetically to the centre, and the outer spins are not coupled to each other. The centre cannot form a singlet with all three at once, so what is the total spin of the ground state?

For a connected bipartite Heisenberg antiferromagnet, the Lieb–Mattis theorem gives the ground-state spin as the difference between the largest spins of the two sublattices, here $3/2-1/2=1$. The calculation below finds this value for the one cluster directly, without using or proving the general theorem.

```lean
import Mathlib

open Matrix

namespace HeisenbergStar

noncomputable section
```

## Four spins and their Hamiltonian

The centre is site 0 and the leaves are sites 1, 2, 3. A state assigns an amplitude $\psi(\sigma)$ to each of the 16 up/down configurations $\sigma$; it need not be normalised.

```lean
/-- A state of four spins 1/2: a complex amplitude for each configuration (`true` is up). -/
abbrev State := (Fin 4 → Bool) → ℂ
```

With $\hbar=1$, $S^z_i$ multiplies the amplitude by $\pm1/2$.

```lean
/-- The operator Sz of site `i`. -/
def sz (i : Fin 4) (ψ : State) : State := fun σ => (if σ i then 1 / 2 else -1 / 2) * ψ σ
```

The amplitude of $S^+_i\psi$ at $\sigma$ is nonzero only if site $i$ is up in $\sigma$, and it comes from the configuration with that spin down.

```lean
/-- The raising operator S+ of site `i`. -/
def sPlus (i : Fin 4) (ψ : State) : State :=
  fun σ => if σ i then ψ (Function.update σ i false) else 0
```

$S^-_i$ does the reverse.

```lean
/-- The lowering operator S- of site `i`. -/
def sMinus (i : Fin 4) (ψ : State) : State :=
  fun σ => if σ i then 0 else ψ (Function.update σ i true)
```

The scalar product is $\mathbf S_i\cdot\mathbf S_j=S^z_iS^z_j+\tfrac12(S^+_iS^-_j+S^-_iS^+_j)$.

```lean
/-- The scalar product of the spins at sites `i` and `j`. -/
def spinDot (i j : Fin 4) (ψ : State) : State := fun σ =>
  sz i (sz j ψ) σ + (sPlus i (sMinus j ψ) σ + sMinus i (sPlus j ψ) σ) / 2
```

The Hamiltonian is $H=\mathbf S_0\cdot(\mathbf S_1+\mathbf S_2+\mathbf S_3)$. The exchange constant $J$ is the energy scale that favours antiparallel neighbours when positive; it is set to 1. The coupling is isotropic and there is no magnetic field.

```lean
/-- The star Hamiltonian: site 0 is coupled with J = 1 to sites 1, 2 and 3. -/
def hStar (ψ : State) : State := fun σ => spinDot 0 1 ψ σ + spinDot 0 2 ψ σ + spinDot 0 3 ψ σ
```

The squared total spin is $S^2=\sum_{i,j}\mathbf S_i\cdot\mathbf S_j$, including $i=j$.

```lean
/-- The square of the total spin. -/
def spinSq (ψ : State) : State := fun σ => ∑ i, ∑ j, spinDot i j ψ σ
```

The total $z$ component is $S^z=\sum_iS^z_i$.

```lean
/-- The z component of the total spin. -/
def totalSz (ψ : State) : State := fun σ => ∑ i, sz i ψ σ
```

For $S^z=1$ one spin is down: first the centre, then leaf 1, 2 or 3.

```lean
/-- The four configurations with one spin down. -/
def sectorOne : Fin 4 → Fin 4 → Bool :=
  ![![false, true, true, true], ![true, false, true, true],
    ![true, true, false, true], ![true, true, true, false]]
```

For $S^z=0$ two spins are down. Entries 0, 1, 2 have the centre up together with leaf 1, 2 or 3; entries 3, 4, 5 are the same configurations with every spin reversed.

```lean
/-- The six configurations with two spins down. -/
def sectorZero : Fin 6 → Fin 4 → Bool :=
  ![![true, true, false, false], ![true, false, true, false], ![true, false, false, true],
    ![false, false, true, true], ![false, true, false, true], ![false, true, true, false]]
```

A block has the elements $\langle b_i|H|b_j\rangle$, obtained by applying $H$ to the configuration $b_j$ and reading the amplitude at $b_i$. An exact-diagonalisation code can build the same matrix from bit strings: each bond adds $+J/4$ to the diagonal for parallel spins and $-J/4$ for antiparallel ones, and an antiparallel bond also gives an element $J/2$ to the configuration with the two bits swapped.

```lean
/-- The matrix elements of the star Hamiltonian between the listed configurations. -/
def block {n : ℕ} (b : Fin n → Fin 4 → Bool) : Matrix (Fin n) (Fin n) ℂ :=
  Matrix.of fun i j => hStar (fun σ => if σ = b j then 1 else 0) (b i)
```

The candidate ground state has amplitudes $(3,-1,-1,-1)$ in the $S^z=1$ list. Normalised, they are $\sqrt3/2$ for the centre down and $-1/(2\sqrt3)$ for each leaf down.

```lean
/-- A state with one spin down: amplitude 3 if it is the centre, -1 if it is a leaf. -/
def groundState : State := fun σ =>
  if σ = ![false, true, true, true] then 3
  else if σ = ![true, false, true, true] ∨ σ = ![true, true, false, true] ∨
    σ = ![true, true, true, false] then -1 else 0
```

Later proofs check identities configuration by configuration, which needs each $\sigma$ written as four explicit directions.

```lean
/-- Every configuration is given by its four spin directions. -/
theorem config_cases (σ : Fin 4 → Bool) : ∃ a b c d, σ = ![a, b, c, d] :=
  ⟨σ 0, σ 1, σ 2, σ 3, by funext k; fin_cases k <;> rfl⟩
```

## Spin products as exchanges

Let $P_{ij}$ exchange the spins at distinct sites $i$ and $j$. For parallel spins, $\mathbf S_i\cdot\mathbf S_j$ gives $\tfrac14\psi(\sigma)$, and the exchange changes nothing. For antiparallel spins it gives $-\tfrac14\psi(\sigma)+\tfrac12(P_{ij}\psi)(\sigma)$. Both cases read

$$\mathbf S_i\cdot\mathbf S_j=\tfrac12P_{ij}-\tfrac14 .$$

The proof writes the exchange as two updates of $\sigma$ and treats the four pairs of directions separately.

```lean
/-- The scalar product of two different spins 1/2 is half their exchange minus one quarter. -/
theorem spinDot_exchange (i j : Fin 4) (h : i ≠ j) (ψ : State) (σ : Fin 4 → Bool) :
    spinDot i j ψ σ = ψ (σ ∘ Equiv.swap i j) / 2 - ψ σ / 4 := by
  have hs : σ ∘ Equiv.swap i j = Function.update (Function.update σ i (σ j)) j (σ i) := by
    funext k
    by_cases hj : k = j
    · simp [hj]
    · by_cases hi : k = i
      · simp [hi, h]
      · simp [hi, hj, Equiv.swap_apply_of_ne_of_ne hi hj]
  -- parallel spins are unchanged by the exchange
  have e : ∀ b, σ i = b → σ j = b →
      Function.update (Function.update σ i b) j b = σ := by
    intro b h1 h2
    funext k
    by_cases hj : k = j
    · simp [hj, h2]
    · by_cases hi : k = i
      · simp [hi, h, h1]
      · simp [hi, hj]
  rw [hs]
  cases hi : σ i <;> cases hj : σ j
  · rw [e false hi hj]
    simp [spinDot, sz, sPlus, sMinus, hi, hj, h.symm]
    ring
  · simp [spinDot, sz, sPlus, sMinus, hi, hj, h.symm]
    ring
  · simp [spinDot, sz, sPlus, sMinus, hi, hj, h.symm]
    ring
  · rw [e true hi hj]
    simp [spinDot, sz, sPlus, sMinus, hi, hj, h.symm]
    ring
```

Summing over the three bonds gives $H=\tfrac12(P_{01}+P_{02}+P_{03})-\tfrac34$. In $S^2$ the four terms $i=j$ contribute $4\cdot\tfrac34=3$, and the six pairs, each counted twice, contribute $\sum_{i<j}P_{ij}-3$. Hence $S^2=\sum_{i<j}P_{ij}$. In the proof, `hself` supplies the $\tfrac34$ and `s1` to `s6` carry out the six exchanges.

```lean
/-- The star Hamiltonian and the squared total spin written with exchanges of two spins. -/
theorem exchange_form (ψ : State) (a b c d : Bool) :
    hStar ψ ![a, b, c, d] = (ψ ![b, a, c, d] + ψ ![c, b, a, d] + ψ ![d, b, c, a]) / 2
      - 3 / 4 * ψ ![a, b, c, d] ∧
    spinSq ψ ![a, b, c, d] = ψ ![b, a, c, d] + ψ ![c, b, a, d] + ψ ![d, b, c, a]
      + ψ ![a, c, b, d] + ψ ![a, d, c, b] + ψ ![a, b, d, c] := by
  have hself : ∀ i σ, spinDot i i ψ σ = 3 / 4 * ψ σ := by
    intro i σ
    have e : Function.update σ i (σ i) = σ := Function.update_eq_self i σ
    cases hi : σ i <;> rw [hi] at e <;> simp [spinDot, sz, sPlus, sMinus, hi, e] <;> ring
  have s1 : ![a, b, c, d] ∘ Equiv.swap (0 : Fin 4) 1 = ![b, a, c, d] := by
    funext k; fin_cases k <;> rfl
  have s2 : ![a, b, c, d] ∘ Equiv.swap (0 : Fin 4) 2 = ![c, b, a, d] := by
    funext k; fin_cases k <;> rfl
  have s3 : ![a, b, c, d] ∘ Equiv.swap (0 : Fin 4) 3 = ![d, b, c, a] := by
    funext k; fin_cases k <;> rfl
  have s4 : ![a, b, c, d] ∘ Equiv.swap (1 : Fin 4) 2 = ![a, c, b, d] := by
    funext k; fin_cases k <;> rfl
  have s5 : ![a, b, c, d] ∘ Equiv.swap (1 : Fin 4) 3 = ![a, d, c, b] := by
    funext k; fin_cases k <;> rfl
  have s6 : ![a, b, c, d] ∘ Equiv.swap (2 : Fin 4) 3 = ![a, b, d, c] := by
    funext k; fin_cases k <;> rfl
  constructor
  · simp only [hStar, spinDot_exchange, ne_eq, Fin.reduceEq, not_false_eq_true, s1, s2, s3]
    ring
  · simp only [spinSq, Fin.sum_univ_four, hself, spinDot_exchange, ne_eq, Fin.reduceEq,
      not_false_eq_true, Equiv.swap_comm (1 : Fin 4) 0, Equiv.swap_comm (2 : Fin 4) 0,
      Equiv.swap_comm (3 : Fin 4) 0, Equiv.swap_comm (2 : Fin 4) 1,
      Equiv.swap_comm (3 : Fin 4) 1, Equiv.swap_comm (3 : Fin 4) 2, s1, s2, s3, s4, s5, s6]
    ring
```

An exchange leaves the number of up spins unchanged, so $H$ commutes with $S^z$ and the blocks separate.

```lean
/-- The star Hamiltonian conserves the z component of the total spin. -/
theorem hStar_conserves_sz (ψ : State) : totalSz (hStar ψ) = hStar (totalSz ψ) := by
  funext σ
  obtain ⟨a, b, c, d, rfl⟩ := config_cases σ
  simp only [totalSz, sz, Fin.sum_univ_four, exchange_form, Matrix.cons_val]
  cases a <;> cases b <;> cases c <;> cases d <;>
    simp only [Bool.false_eq_true, ↓reduceIte] <;> ring
```

The lists must also be complete and free of repetition. Three up spins mean $S^z=1$ and two mean $S^z=0$; `decide +kernel` settles both by going through the finite set of configurations.

```lean
/-- The two lists contain, without repetition, exactly the configurations with three and with
two spins up. -/
theorem sector_bases :
    (Function.Injective sectorOne ∧ ∀ σ : Fin 4 → Bool, (∃ k, sectorOne k = σ) ↔
      (Finset.univ.filter fun i => σ i = true).card = 3) ∧
    (Function.Injective sectorZero ∧ ∀ σ : Fin 4 → Bool, (∃ k, sectorZero k = σ) ↔
      (Finset.univ.filter fun i => σ i = true).card = 2) := by
  decide +kernel
```

## Levels of the two blocks

Let the rows of $W$ be left eigenvectors of $A$, so that $WA=DW$ with $D$ the diagonal matrix of eigenvalues $d_i$. If $WW^{T}$ is diagonal with nonzero entries, then $\det W\neq0$. From $W(x-A)=(x-D)W$, taking determinants and cancelling $\det W$ gives $\det(x-A)=\prod_i(x-d_i)$.

```lean
/-- If the rows of `W` are left eigenvectors of `A` with eigenvalues `d i`, and `W * Wᵀ` (without
complex conjugation) is diagonal with nonzero entries, then `det (x - A)` is the product of the
factors `x - d i`. -/
theorem det_of_eigenvectors {n : ℕ} (A W : Matrix (Fin n) (Fin n) ℂ) (d c : Fin n → ℂ)
    (hc : ∀ i, c i ≠ 0) (hW : W * Wᵀ = diagonal c) (hA : W * A = diagonal d * W) (x : ℂ) :
    (x • (1 : Matrix (Fin n) (Fin n) ℂ) - A).det = ∏ i, (x - d i) := by
  have hdet : W.det ≠ 0 := by
    intro h0
    have h := congrArg Matrix.det hW
    rw [det_mul, h0, zero_mul, det_diagonal] at h
    exact Finset.prod_ne_zero_iff.mpr (fun i _ => hc i) h.symm
  have key : W * (x • (1 : Matrix (Fin n) (Fin n) ℂ) - A)
      = diagonal (fun i => x - d i) * W := by
    rw [mul_sub, hA]
    ext i j
    simp [diagonal_mul, sub_mul]
  have h := congrArg Matrix.det key
  rw [det_mul, det_mul, det_diagonal, mul_comm] at h
  exact mul_right_cancel₀ hdet h
```

For $S^z=1$, all three exchanges move a down spin at the centre, so that diagonal element is $-\tfrac34$. A down spin on a leaf is left in place by two of them, which gives $1-\tfrac34=\tfrac14$. The centre is linked to each leaf by $\tfrac12$:

$$\begin{pmatrix}-\tfrac34&\tfrac12&\tfrac12&\tfrac12\\ \tfrac12&\tfrac14&0&0\\ \tfrac12&0&\tfrac14&0\\ \tfrac12&0&0&\tfrac14\end{pmatrix}.$$

The vectors $(3,-1,-1,-1)/\sqrt{12}$, $(0,1,-1,0)/\sqrt2$, $(0,1,1,-2)/\sqrt6$ and $(1,1,1,1)/2$ have eigenvalues $-\tfrac54,\tfrac14,\tfrac14,\tfrac34$. The code uses them without the denominators. It first computes the matrix, then checks orthogonality and the eigenvalue equations entry by entry.

```lean
/-- The Sz = 1 block has the eigenvalues -5/4, 1/4 (twice) and 3/4. -/
theorem spectrum_sz_one (x : ℂ) : (x • (1 : Matrix (Fin 4) (Fin 4) ℂ) - block sectorOne).det
    = (x + 5 / 4) * (x - 1 / 4) ^ 2 * (x - 3 / 4) := by
  have hA : block sectorOne = !![-3/4, 1/2, 1/2, 1/2; 1/2, 1/4, 0, 0;
      1/2, 0, 1/4, 0; 1/2, 0, 0, 1/4] := by
    ext i j
    fin_cases i <;> fin_cases j <;> simp [block, sectorOne, exchange_form] <;> norm_num
  rw [hA, det_of_eigenvectors _ !![3, -1, -1, -1; 0, 1, -1, 0; 0, 1, 1, -2; 1, 1, 1, 1]
    ![-5/4, 1/4, 1/4, 3/4] ![12, 2, 6, 4]]
  · simp [Fin.prod_univ_succ]
    ring
  · intro i
    fin_cases i <;> simp
  · ext i j
    fin_cases i <;> fin_cases j <;> simp [Matrix.mul_apply, Fin.sum_univ_succ] <;> norm_num
  · ext i j
    rw [diagonal_mul]
    fin_cases i <;> fin_cases j <;> simp [Matrix.mul_apply, Fin.sum_univ_succ] <;> norm_num
```

For $S^z=0$ the centre is parallel to exactly one leaf, so every diagonal element is $\tfrac12-\tfrac34=-\tfrac14$. The block is

$$-\tfrac14+\tfrac12\begin{pmatrix}0&K\\K&0\end{pmatrix},\qquad K=\begin{pmatrix}0&1&1\\1&0&1\\1&1&0\end{pmatrix}.$$

$K$ has eigenvalue $\kappa=2$ on $(1,1,1)$ and $\kappa=-1$ on $(1,-1,0)$ and $(1,1,-2)$. For each such $v$, the vectors $(v,\pm v)$ have energy $-\tfrac14\pm\tfrac12\kappa$. This gives $\tfrac34$ and $-\tfrac54$ once each, and $-\tfrac34$ and $\tfrac14$ twice each. The normalising factor is $1/(\sqrt2\,|v|)$.

```lean
/-- The Sz = 0 block has the eigenvalues -5/4, 1/4 (twice), 3/4 and -3/4 (twice). -/
theorem spectrum_sz_zero (x : ℂ) : (x • (1 : Matrix (Fin 6) (Fin 6) ℂ) - block sectorZero).det
    = (x + 5 / 4) * (x - 1 / 4) ^ 2 * (x - 3 / 4) * (x + 3 / 4) ^ 2 := by
  have hA : block sectorZero = !![-1/4, 0, 0, 0, 1/2, 1/2; 0, -1/4, 0, 1/2, 0, 1/2;
      0, 0, -1/4, 1/2, 1/2, 0; 0, 1/2, 1/2, -1/4, 0, 0; 1/2, 0, 1/2, 0, -1/4, 0;
      1/2, 1/2, 0, 0, 0, -1/4] := by
    ext i j
    fin_cases i <;> fin_cases j <;> simp [block, sectorZero, exchange_form] <;> norm_num
  rw [hA, det_of_eigenvectors _ !![1, 1, 1, -1, -1, -1; 1, -1, 0, -1, 1, 0;
    1, 1, -2, -1, -1, 2; 1, 1, 1, 1, 1, 1; 1, -1, 0, 1, -1, 0; 1, 1, -2, 1, 1, -2]
    ![-5/4, 1/4, 1/4, 3/4, -3/4, -3/4] ![6, 4, 12, 6, 4, 12]]
  · simp [Fin.prod_univ_succ]
    ring
  · intro i
    fin_cases i <;> simp
  · ext i j
    fin_cases i <;> fin_cases j <;> simp [Matrix.mul_apply, Fin.sum_univ_succ] <;> norm_num
  · ext i j
    rw [diagonal_mul]
    fin_cases i <;> fin_cases j <;> simp [Matrix.mul_apply, Fin.sum_univ_succ] <;> norm_num
```

Compared with $S^z=1$, only the pair at $-\tfrac34$ is new.

## Energy determines total spin

Set $T=P_{01}+P_{02}+P_{03}=2H+\tfrac32$ and $L=P_{12}+P_{13}+P_{23}$. Three spins with two directions each have no totally antisymmetric state, so for any three sites $a,b,c$

$$1-P_{ab}-P_{ac}-P_{bc}+C+C^{-1}=0,$$

where $C$ is their cyclic permutation. The cross terms of $T^2$ are the cycles through the centre, so

$$T^2=3+(2T+L-3)=2T+L .$$

Therefore $S^2=T+L=T(T-1)=(2H+\tfrac32)(2H+\tfrac12)$.

On the leaves the same identity gives $L^2=3+3(L-1)=3L$. Inserting $L=T(T-2)$ into $L(L-3)=0$ yields $T(T-2)(T-3)(T+1)=0$, or

$$(H+\tfrac54)(H+\tfrac34)(H-\tfrac14)(H-\tfrac34)=0 .$$

An eigenstate must therefore have one of these four energies. The formula for $S^2$ gives $2,0,2,6$ at $-\tfrac54,-\tfrac34,\tfrac14,\tfrac34$, that is, total spin $1,0,1,2$.

The Lean proof verifies the expanded quartic and the formula for $S^2$ on all 16 configurations, then replaces $H$ by $E$. For the quartic it divides by a nonzero amplitude of $\psi$.

```lean
/-- An eigenstate of the star has one of four energies, and its energy E fixes its total spin
through S² = (2E + 3/2)(2E + 1/2). -/
theorem energy_fixes_spin (E : ℂ) (ψ : State) (h0 : ψ ≠ 0) (h : hStar ψ = E • ψ) :
    (E = -5 / 4 ∨ E = -3 / 4 ∨ E = 1 / 4 ∨ E = 3 / 4) ∧
    spinSq ψ = ((2 * E + 3 / 2) * (2 * E + 1 / 2)) • ψ := by
  have hs : ∀ (c : ℂ) (φ : State), hStar (c • φ) = c • hStar φ := by
    intro c φ
    funext σ
    obtain ⟨a, b, c, d, rfl⟩ := config_cases σ
    simp only [exchange_form, Pi.smul_apply, smul_eq_mul]
    ring
  constructor
  · -- the Hamiltonian satisfies a quartic equation on the whole space
    have q : ∀ σ, hStar (hStar (hStar (hStar ψ))) σ + hStar (hStar (hStar ψ)) σ
        - 7 / 8 * hStar (hStar ψ) σ - 9 / 16 * hStar ψ σ + 45 / 256 * ψ σ = 0 := by
      intro σ
      obtain ⟨a, b, c, d, rfl⟩ := config_cases σ
      simp only [exchange_form]
      cases a <;> cases b <;> cases c <;> cases d <;> ring
    simp only [h, hs, Pi.smul_apply, smul_eq_mul] at q
    obtain ⟨σ, hσ⟩ := Function.ne_iff.mp h0
    have hE : (E + 5 / 4) * ((E + 3 / 4) * ((E - 1 / 4) * (E - 3 / 4))) = 0 := by
      apply mul_right_cancel₀ hσ
      linear_combination q σ
    simp only [mul_eq_zero] at hE
    rcases hE with e | e | e | e
    · exact Or.inl (by linear_combination e)
    · exact Or.inr (Or.inl (by linear_combination e))
    · exact Or.inr (Or.inr (Or.inl (by linear_combination e)))
    · exact Or.inr (Or.inr (Or.inr (by linear_combination e)))
  · -- the squared spin is a quadratic polynomial in the Hamiltonian
    have q : ∀ σ, spinSq ψ σ = 4 * hStar (hStar ψ) σ + 4 * hStar ψ σ + 3 / 4 * ψ σ := by
      intro σ
      obtain ⟨a, b, c, d, rfl⟩ := config_cases σ
      simp only [exchange_form]
      cases a <;> cases b <;> cases c <;> cases d <;> ring
    funext σ
    rw [q σ]
    simp only [h, hs, Pi.smul_apply, smul_eq_mul]
    ring
```

## The ground states

The vector $(3,-1,-1,-1)$ attains $-\tfrac54$, and the other three possible energies are higher. At $E=-\tfrac54$ the formula gives $S^2=(-1)(-2)=2=1(1+1)$.

`IsLeast` states that $-\tfrac54$ is an energy and a lower bound for all real energies on the full space. The second part covers every state at that energy, superpositions of different $S^z$ included. The determinants show the level once in each of the two blocks treated; the blocks with $S^z=-1$ and $\pm2$ are not computed separately.

In a numerical diagonalisation the total spin of a level can be read from $\langle S^2\rangle$ in a computed, normalised eigenvector, provided that the level contains only one value of the total spin. For $J>0$, the ground level of this four-site, field-free star supplies exact values for testing such a code: energy $-\tfrac54J$ and $\langle S^2\rangle=2$.

```lean
/-- The lowest energy of the star is -5/4, and every state with that energy has total spin 1,
that is S² = 1(1 + 1). -/
theorem ground_states_have_spin_one :
    IsLeast {E : ℝ | ∃ ψ : State, ψ ≠ 0 ∧ hStar ψ = (E : ℂ) • ψ} (-5 / 4) ∧
    ∀ ψ : State, hStar ψ = (-5 / 4 : ℂ) • ψ → spinSq ψ = (1 * (1 + 1) : ℂ) • ψ := by
  refine ⟨⟨⟨groundState, ?_, ?_⟩, ?_⟩, ?_⟩
  · intro h
    have h1 := congrFun h ![false, true, true, true]
    simp [groundState] at h1
  · funext σ
    obtain ⟨a, b, c, d, rfl⟩ := config_cases σ
    cases a <;> cases b <;> cases c <;> cases d <;>
      simp [exchange_form, groundState] <;> norm_num
  · rintro E ⟨ψ, h0, h⟩
    rcases (energy_fixes_spin E ψ h0 h).1 with e | e | e | e
    · have e' : E = -5 / 4 := by exact_mod_cast e
      linarith
    · have e' : E = -3 / 4 := by exact_mod_cast e
      linarith
    · have e' : E = 1 / 4 := Complex.ofReal_inj.mp (by rw [e]; norm_num)
      linarith
    · have e' : E = 3 / 4 := Complex.ofReal_inj.mp (by rw [e]; norm_num)
      linarith
  · intro ψ h
    by_cases h0 : ψ = 0
    · subst h0
      funext σ
      obtain ⟨a, b, c, d, rfl⟩ := config_cases σ
      simp [exchange_form]
    · rw [(energy_fixes_spin _ ψ h0 h).2]
      congr 1
      norm_num

end

end HeisenbergStar
```

```lean
#print axioms HeisenbergStar.spectrum_sz_one
#print axioms HeisenbergStar.spectrum_sz_zero
#print axioms HeisenbergStar.energy_fixes_spin
#print axioms HeisenbergStar.ground_states_have_spin_one
```

```
'HeisenbergStar.spectrum_sz_one' depends on axioms: [propext, Classical.choice, Quot.sound]
'HeisenbergStar.spectrum_sz_zero' depends on axioms: [propext, Classical.choice, Quot.sound]
'HeisenbergStar.energy_fixes_spin' depends on axioms: [propext, Classical.choice, Quot.sound]
'HeisenbergStar.ground_states_have_spin_one' depends on axioms: [propext, Classical.choice, Quot.sound]
```
